# Complete monotonicity of autocorrelation functions in finite-state relaxation with detailed balance

Suppose a kinetic model of a relaxing system gives an autocorrelation function that dips below zero, or a decay rate that grows before it falls. This may be physics, or a fault in the rates or the numerics. For jumps between finitely many states in detailed balance, a rule for the signs excludes such behaviour at equilibrium: the equilibrium autocorrelation function $C(t)$ of any real observable satisfies

$$(-1)^m C^{(m)}(t)\ge 0,\qquad t\ge 0,\quad m=0,1,2,\dots$$

So from $t=0$ onwards $C$ is nonnegative, never increases and is convex, and the alternation continues through all orders. The rule applies to autocorrelation functions from reversible, continuous-time Markov models built on simulation data. It also applies to those of observables diagonal in the energy levels, when the level populations obey a Pauli master equation with finitely many levels, no coherences and detailed balance.

## States, weights and rates

```lean
import Mathlib

open Matrix
open scoped Matrix.Norms.Operator

namespace ReversibleRelaxation

noncomputable section

variable {n : Type*} [Fintype n]
```

The letter `n` stands for the finite set of states. It is not the order of a derivative, which is called $m$ throughout.

```lean
/-- The inner product of two real observables, weighted by the populations `p`. -/
def pairing (p f g : n → ℝ) : ℝ := ∑ i, p i * f i * g i
```

An observable is a function `n → ℝ`, one real number per state. The definition is the weighted inner product

$$\langle f,g\rangle=\sum_i p_i f_i g_i .$$

```lean
/-- A rate matrix with nonnegative jump rates and zero row sums, in detailed balance with
positive populations `p`. -/
structure Reversible (K : Matrix n n ℝ) (p : n → ℝ) : Prop where
  rate_nonneg : ∀ i j, i ≠ j → 0 ≤ K i j
  row_sum : ∀ i, ∑ j, K i j = 0
  pos : ∀ i, 0 < p i
  balance : ∀ i j, p i * K i j = p j * K j i
```

`Reversible K p` is a statement about a matrix $K$ and weights $p$, made of four conditions:

- $K_{ij}\ge 0$ for $i\ne j$: jump rates are not negative.
- $\sum_j K_{ij}=0$: the diagonal entry balances the total rate of leaving $i$.
- $p_i>0$: every state is populated.
- $p_iK_{ij}=p_jK_{ji}$: at equilibrium, each jump is as frequent as its reverse. This detailed balance expresses microscopic reversibility, and it is assumed here.

With zero row sums, $K_{ij}$ is the rate from $i$ to $j$, and $K$ acts on observables. Texts that let the rate matrix act on a column of populations use its transpose. The weights need not sum to one; rescaling them multiplies $C$ by a positive constant.

## Two consequences of detailed balance

```lean
/-- A matrix in detailed balance with `p` can be moved from one side of the weighted inner
product to the other. -/
theorem pairing_mulVec {A : Matrix n n ℝ} {p : n → ℝ}
    (hA : ∀ i j, p i * A i j = p j * A j i) (g h : n → ℝ) :
    pairing p (A *ᵥ g) h = pairing p g (A *ᵥ h) := by
  simp only [pairing, Matrix.mulVec, dotProduct, Finset.mul_sum, Finset.sum_mul]
  rw [Finset.sum_comm]
  refine Finset.sum_congr rfl fun j _ => Finset.sum_congr rfl fun i _ => ?_
  linear_combination g j * h i * hA i j
```

The hypothesis `hA` says that a matrix $A$ is in detailed balance with $p$. The conclusion, in which `*ᵥ` is matrix times vector, is $\langle Ag,h\rangle=\langle g,Ah\rangle$. By hand,

$$\sum_{i,j}p_iA_{ij}g_jh_i=\sum_{i,j}p_jA_{ji}g_jh_i .$$

In Lean, `Finset.sum_comm` exchanges the two sums, and `linear_combination` applies detailed balance to each term, multiplied by $g_jh_i$.

```lean
/-- For a reversible rate matrix, `⟨g, K g⟩` is minus one half of the sum of the squared
differences of `g` between states, weighted by the equilibrium fluxes `p i * K i j`. -/
theorem dirichlet_form {K : Matrix n n ℝ} {p : n → ℝ} (hK : Reversible K p) (g : n → ℝ) :
    pairing p g (K *ᵥ g) = -(1 / 2) * ∑ i, ∑ j, p i * K i j * (g i - g j) ^ 2 := by
  -- the two diagonal terms vanish because the row sums do
  have h1 : ∑ i, ∑ j, p i * K i j * g i ^ 2 = 0 := by
    refine Finset.sum_eq_zero fun i _ => ?_
    rw [← Finset.sum_mul, ← Finset.mul_sum, hK.row_sum i, mul_zero, zero_mul]
  have h2 : ∑ i, ∑ j, p i * K i j * g j ^ 2 = 0 := by
    rw [Finset.sum_comm, ← h1]
    refine Finset.sum_congr rfl fun j _ => Finset.sum_congr rfl fun i _ => ?_
    rw [hK.balance i j]
  have h3 : pairing p g (K *ᵥ g) = ∑ i, ∑ j, p i * K i j * (g i * g j) := by
    simp only [pairing, Matrix.mulVec, dotProduct, Finset.mul_sum]
    exact Finset.sum_congr rfl fun i _ => Finset.sum_congr rfl fun j _ => by ring
  have h4 : ∑ i, ∑ j, p i * K i j * (g i - g j) ^ 2 =
      ∑ i, ∑ j, p i * K i j * g i ^ 2 + ∑ i, ∑ j, p i * K i j * g j ^ 2
        - 2 * ∑ i, ∑ j, p i * K i j * (g i * g j) := by
    simp only [Finset.mul_sum, ← Finset.sum_add_distrib, ← Finset.sum_sub_distrib]
    exact Finset.sum_congr rfl fun i _ => Finset.sum_congr rfl fun j _ => by ring
  rw [h4, h1, h2, h3]
  ring
```

This is the Dirichlet form identity:

$$\langle g,Kg\rangle=-\tfrac12\sum_{i,j}p_iK_{ij}(g_i-g_j)^2 .$$

To derive it, expand the square on the right:

$$\sum_{i,j}p_iK_{ij}g_i^2+\sum_{i,j}p_iK_{ij}g_j^2-2\sum_{i,j}p_iK_{ij}g_ig_j .$$

The first sum vanishes because the rows of $K$ sum to zero (`h1`). Detailed balance turns the second into the first (`h2`). The third double sum is $\langle g,Kg\rangle$ (`h3`), so the expression equals $-2\langle g,Kg\rangle$. The step `h4` is the expansion itself.

## The correlation function and its derivatives

```lean
variable [DecidableEq n]

/-- The autocorrelation function `C(t) = ∑ i, p i * f i * (exp(tK) f) i` of the observable `f`. -/
def relaxation (K : Matrix n n ℝ) (p f : n → ℝ) (t : ℝ) : ℝ :=
  pairing p f (NormedSpace.exp (t • K) *ᵥ f)
```

Here `t • K` is the matrix $tK$ and `NormedSpace.exp` is the matrix exponential, so

$$C(t)=\langle f,e^{tK}f\rangle .$$

When the weights sum to one and $t\ge0$, $(e^{tK}f)_i$ is the mean of $f$ at time $t$ after a start in state $i$, and $C(t)$ is the equilibrium average of $f(0)f(t)$. The mean of $f$ is not subtracted; for the correlation of fluctuations, insert an $f$ of zero mean. The step from this model to a real system is the reduction of its dynamics to memoryless jumps between finitely many states, which the hypotheses take for granted.

```lean
/-- For any real matrix `K`, the `m`-th time derivative of the autocorrelation function is
`⟨f, K^m exp(tK) f⟩`. -/
theorem iteratedDeriv_relaxation (K : Matrix n n ℝ) (p f : n → ℝ) (m : ℕ) :
    iteratedDeriv m (relaxation K p f) =
      fun t => pairing p f ((K ^ m * NormedSpace.exp (t • K)) *ᵥ f) := by
  induction m with
  | zero =>
    funext t
    rw [iteratedDeriv_zero, pow_zero, one_mul, relaxation]
  | succ m ih =>
    rw [iteratedDeriv_succ, ih]
    funext t
    -- the correlation is a linear functional of the propagator
    let L : Matrix n n ℝ →ₗ[ℝ] ℝ :=
      { toFun := fun A => pairing p f ((K ^ m * A) *ᵥ f)
        map_add' := fun A B => by
          simp only [pairing, Matrix.add_mulVec, Pi.add_apply, mul_add,
            Finset.sum_add_distrib]
        map_smul' := fun c A => by
          simp only [pairing, Matrix.mul_smul, Matrix.smul_mulVec, Pi.smul_apply, smul_eq_mul,
            RingHom.id_apply, Finset.mul_sum]
          exact Finset.sum_congr rfl fun i _ => by ring }
    have h := (LinearMap.toContinuousLinearMap L).hasFDerivAt.comp_hasDerivAt t
      (hasDerivAt_exp_smul_const' K t)
    have h' := h.deriv
    rw [pow_succ, mul_assoc]
    exact h'
```

For any real matrix $K$, reversible or not,

$$C^{(m)}(t)=\langle f,K^m e^{tK}f\rangle .$$

The proof is by induction on $m$. The case $m=0$ is the definition. For the next order, the map $L(A)=\langle f,K^mAf\rangle$ is linear in the matrix $A$, so it can be applied to the derivative of the propagator:

$$\frac{d}{dt}L(e^{tK})=L(Ke^{tK})=\langle f,K^{m+1}e^{tK}f\rangle .$$

Lean needs `L` spelled out, with proofs that it respects sums and scalar multiples.

```lean
/-- For a reversible rate matrix, the `m`-th derivative at time `t` is `⟨g, K^m g⟩`, where
`g = exp(tK/2) f` is the observable propagated for half the time. -/
theorem iteratedDeriv_half_time {K : Matrix n n ℝ} {p : n → ℝ} (hK : Reversible K p)
    (f : n → ℝ) (m : ℕ) (t : ℝ) :
    iteratedDeriv m (relaxation K p f) t =
      pairing p (NormedSpace.exp ((t / 2) • K) *ᵥ f)
        (K ^ m *ᵥ (NormedSpace.exp ((t / 2) • K) *ᵥ f)) := by
  have hsplit : NormedSpace.exp (t • K) =
      NormedSpace.exp ((t / 2) • K) * NormedSpace.exp ((t / 2) • K) := by
    rw [← Matrix.exp_add_of_commute _ _ (Commute.refl _), ← add_smul, add_halves]
  have hcomm : Commute K (NormedSpace.exp ((t / 2) • K)) :=
    (hasDerivAt_exp_smul_const' K (t / 2)).unique (hasDerivAt_exp_smul_const K (t / 2))
  -- detailed balance passes from the rate matrix to the propagator
  have hdet : IsUnit (Matrix.diagonal p).det := by
    rw [Matrix.det_diagonal]
    exact (Finset.prod_pos fun i _ => hK.pos i).ne'.isUnit
  have hD : IsUnit (Matrix.diagonal p) := (Matrix.isUnit_iff_isUnit_det _).2 hdet
  have hT : Matrix.diagonal p * ((t / 2) • K) = ((t / 2) • K)ᵀ * Matrix.diagonal p := by
    ext i j
    rw [Matrix.diagonal_mul, Matrix.mul_diagonal, Matrix.transpose_apply, Matrix.smul_apply,
      Matrix.smul_apply, smul_eq_mul, smul_eq_mul]
    linear_combination (t / 2) * hK.balance i j
  have hconj := Matrix.exp_conj (Matrix.diagonal p) ((t / 2) • K) hD
  rw [hT, mul_assoc, Matrix.mul_nonsing_inv _ hdet, mul_one, Matrix.exp_transpose] at hconj
  have hE : ∀ i j, p i * NormedSpace.exp ((t / 2) • K) i j =
      p j * NormedSpace.exp ((t / 2) • K) j i := by
    intro i j
    have h := congrArg (fun M => (M * Matrix.diagonal p) i j) hconj
    simp only [mul_assoc, Matrix.nonsing_inv_mul _ hdet, mul_one] at h
    rw [Matrix.diagonal_mul, Matrix.mul_diagonal, Matrix.transpose_apply] at h
    linarith
  rw [iteratedDeriv_relaxation]
  simp only
  rw [hsplit, ← mul_assoc, (hcomm.pow_left m).eq, mul_assoc, ← Matrix.mulVec_mulVec,
    ← pairing_mulVec hE, ← Matrix.mulVec_mulVec]
```

With detailed balance, half of the propagation can be moved to the left. Write $E=e^{tK/2}$ and $g=Ef$. Then

$$C^{(m)}(t)=\langle f,K^mEEf\rangle=\langle f,EK^mEf\rangle=\langle g,K^mg\rangle .$$

The first equality splits the exponential (`hsplit`), and the second uses $KE=EK$ (`hcomm`). The third needs detailed balance for $E$ itself. Let $D$ be the diagonal matrix of the weights. Detailed balance for $K$ reads $DK=K^{T}D$, or $DKD^{-1}=K^{T}$. Exponentiating gives

$$DED^{-1}=E^{T},\qquad\text{hence}\qquad p_iE_{ij}=p_jE_{ji}.$$

That is `hE`, and it lets `pairing_mulVec` move $E$ across the inner product.

## The alternating signs

```lean
/-- Complete monotonicity: for a reversible rate matrix, the derivatives of every
autocorrelation function alternate in sign, `(-1)^m C^(m)(t) ≥ 0`, at every real time. -/
theorem relaxation_completely_monotone {K : Matrix n n ℝ} {p : n → ℝ} (hK : Reversible K p)
    (f : n → ℝ) (m : ℕ) (t : ℝ) :
    0 ≤ (-1) ^ m * iteratedDeriv m (relaxation K p f) t := by
  have hpow : ∀ (k : ℕ) (g h : n → ℝ),
      pairing p (K ^ k *ᵥ g) h = pairing p g (K ^ k *ᵥ h) := by
    intro k
    induction k with
    | zero => intro g h; simp only [pow_zero, Matrix.one_mulVec]
    | succ k ih =>
      intro g h
      calc pairing p (K ^ (k + 1) *ᵥ g) h = pairing p (K *ᵥ (K ^ k *ᵥ g)) h := by
            rw [pow_succ', Matrix.mulVec_mulVec]
        _ = pairing p g (K ^ k *ᵥ (K *ᵥ h)) := by rw [pairing_mulVec hK.balance, ih]
        _ = pairing p g (K ^ (k + 1) *ᵥ h) := by rw [pow_succ, Matrix.mulVec_mulVec]
  rw [iteratedDeriv_half_time hK]
  generalize NormedSpace.exp ((t / 2) • K) *ᵥ f = g
  obtain ⟨k, rfl | rfl⟩ := Nat.even_or_odd' m
  · -- even order: a squared norm
    rw [pow_mul, neg_one_sq, one_pow, one_mul, two_mul, pow_add, ← Matrix.mulVec_mulVec, ← hpow]
    refine Finset.sum_nonneg fun i _ => ?_
    rw [mul_assoc]
    exact mul_nonneg (hK.pos i).le (mul_self_nonneg _)
  · -- odd order: a Dirichlet form
    have hs : K ^ (2 * k + 1) = K ^ k * (K * K ^ k) := by
      rw [← pow_succ', ← pow_add]
      congr 1
      omega
    rw [hs, ← Matrix.mulVec_mulVec, ← hpow, ← Matrix.mulVec_mulVec, dirichlet_form hK,
      pow_succ, pow_mul, neg_one_sq, one_pow]
    have hnn : 0 ≤ ∑ i, ∑ j, p i * K i j * ((K ^ k *ᵥ g) i - (K ^ k *ᵥ g) j) ^ 2 := by
      refine Finset.sum_nonneg fun i _ => Finset.sum_nonneg fun j _ => ?_
      by_cases hij : i = j
      · subst hij
        simp
      · exact mul_nonneg (mul_nonneg (hK.pos i).le (hK.rate_nonneg i j hij)) (sq_nonneg _)
    linarith
```

The theorem takes a proof `hK` of reversibility, any observable $f$, any order $m$ and any real time $t$. Negative times are included, but there the formula for $C$ only continues the decay backwards. The equilibrium average of $f(0)f(t)$ is even in $t$ and, for normalised weights, equals $C(|t|)$. The physical statement is therefore the one for $t\ge0$, with derivatives at $t=0$ taken from the right.

The auxiliary fact `hpow` moves $K^k$ across the inner product, by repeated use of the same move for $K$. The line with `generalize` then gives the half-propagated observable the name $g$, and `obtain` separates even and odd orders. With $h=K^kg$,

$$C^{(2k)}(t)=\langle h,h\rangle=\sum_i p_ih_i^2\ge0,$$

$$C^{(2k+1)}(t)=\langle h,Kh\rangle=-\tfrac12\sum_{i,j}p_iK_{ij}(h_i-h_j)^2\le0 .$$

In the last sum, the negative diagonal rates do no harm, because they multiply $(h_i-h_i)^2=0$. Lean treats that case separately with `by_cases`.

```lean
/-- For a reversible rate matrix, the autocorrelation function satisfies the log-convexity
inequality `C'(t)^2 ≤ C(t) C''(t)`. -/
theorem relaxation_log_convex {K : Matrix n n ℝ} {p : n → ℝ} (hK : Reversible K p)
    (f : n → ℝ) (t : ℝ) :
    deriv (relaxation K p f) t ^ 2 ≤
      relaxation K p f t * iteratedDeriv 2 (relaxation K p f) t := by
  have h0 := iteratedDeriv_half_time hK f 0 t
  have h1 := iteratedDeriv_half_time hK f 1 t
  rw [iteratedDeriv_zero, pow_zero, Matrix.one_mulVec] at h0
  rw [iteratedDeriv_one, pow_one] at h1
  rw [h0, h1, iteratedDeriv_half_time hK f 2 t, pow_two K, ← Matrix.mulVec_mulVec,
    ← pairing_mulVec hK.balance _ (K *ᵥ _)]
  -- Cauchy-Schwarz in the weighted inner product
  refine Finset.sum_sq_le_sum_mul_sum_of_sq_le_mul _ (fun i _ => ?_) (fun i _ => ?_)
    (fun i _ => le_of_eq (by ring))
  · rw [mul_assoc]
    exact mul_nonneg (hK.pos i).le (mul_self_nonneg _)
  · rw [mul_assoc]
    exact mul_nonneg (hK.pos i).le (mul_self_nonneg _)
```

The same representation gives $C'(t)^2\le C(t)\,C''(t)$. Since

$$C=\langle g,g\rangle,\qquad C'=\langle g,Kg\rangle,\qquad C''=\langle Kg,Kg\rangle,$$

this is the Cauchy–Schwarz inequality. Where $C>0$, it says that $\ln C$ is convex, so the effective decay rate $-C'/C$ never increases with time.

## Exchange between two states

```lean
/-- Two-state exchange with positive rates `a` and `b` is reversible with populations
proportional to `b` and `a`. -/
theorem reversible_witness {a b : ℝ} (ha : 0 < a) (hb : 0 < b) :
    Reversible !![-a, a; b, -b] ![b, a] where
  rate_nonneg i j hij := by
    fin_cases i <;> fin_cases j <;> simp_all [le_of_lt]
  row_sum i := by fin_cases i <;> simp [Fin.sum_univ_succ]
  pos i := by fin_cases i <;> simp [ha, hb]
  balance i j := by fin_cases i <;> fin_cases j <;> simp [mul_comm]
```

Lean numbers the states 0 and 1. The rate from 0 to 1 is $a$, the reverse rate is $b$, and the weights are $(b,a)$; the normalised populations are $b/(a+b)$ and $a/(a+b)$. The theorem confirms all four conditions, with `fin_cases` running through the entries.

For numbers, take $a=2$, $b=1$ and $f=(1,0)$, which marks state 0. The normalised populations are $(1/3,2/3)$. Since

$$K=\begin{pmatrix}-2&2\\1&-1\end{pmatrix},\qquad K^2=-3K,$$

the exponential series sums to $e^{tK}=1+\tfrac13(1-e^{-3t})K$. With normalised populations,

$$C(t)=\tfrac13\left[1-\tfrac23(1-e^{-3t})\right]=\tfrac19+\tfrac29e^{-3t}.$$

Each derivative brings down a factor $-3$, so the signs alternate. At $t=0$, the values $C=1/3$, $C'=-2/3$ and $C''=2$ give $C'^2=4/9\le 2/3=CC''$.

## A one-way cycle breaks the pattern

```lean
/-- The rate matrix of a three-state cycle that is traversed in one direction at unit rate. -/
def cycle : Matrix (Fin 3) (Fin 3) ℝ := !![-1, 1, 0; 0, -1, 1; 1, 0, -1]
```

Three states are visited in the order $0\to1\to2\to0$ at unit rate, with no backward jumps. Rates are nonnegative and rows sum to zero, but detailed balance fails.

```lean
/-- Stationarity cannot replace detailed balance: uniform populations are stationary for the
one-way cycle, yet an autocorrelation function has fourth derivative `-9` at time zero. -/
theorem cycle_not_completely_monotone :
    (fun _ => 1) ᵥ* cycle = 0 ∧
      iteratedDeriv 4 (relaxation cycle (fun _ => 1) ![1, -1, 0]) 0 = -9 := by
  constructor
  · ext j
    fin_cases j <;> simp [cycle, Matrix.vecMul, dotProduct, Fin.sum_univ_succ]
  · have h2 : cycle * cycle = !![1, -2, 1; 1, 1, -2; -2, 1, 1] := by
      ext i j
      fin_cases i <;> fin_cases j <;>
        norm_num [cycle, Matrix.mul_apply, Fin.sum_univ_succ]
    have h4 : cycle ^ 4 = (cycle * cycle) * (cycle * cycle) := by noncomm_ring
    rw [iteratedDeriv_relaxation]
    simp only [zero_smul, NormedSpace.exp_zero, mul_one]
    rw [h4, h2, ← Matrix.mulVec_mulVec]
    norm_num [pairing, Matrix.mulVec, dotProduct, Fin.sum_univ_succ]

end

end ReversibleRelaxation
```

The first part of the statement, with `ᵥ*` for row vector times matrix, says that equal weights are stationary. The second gives a fourth derivative of $-9$ at time zero for $f=(1,-1,0)$, where complete monotonicity would require a nonnegative value. The weights here are all 1; with populations $1/3$ the value is $-3$.

By hand, $K^2f=(3,0,-3)$ and $K^4f=(0,9,-9)$, so $\langle f,K^4f\rangle=-9$. Lean follows the same route, squaring the matrix once (`h2`) and applying the square twice. Stationary populations alone are therefore not enough for the alternating signs: a steady current around a cycle can spoil them.

```lean
#print axioms ReversibleRelaxation.relaxation_completely_monotone
#print axioms ReversibleRelaxation.relaxation_log_convex
#print axioms ReversibleRelaxation.cycle_not_completely_monotone
```

```
'ReversibleRelaxation.relaxation_completely_monotone' depends on axioms: [propext, Classical.choice, Quot.sound]
'ReversibleRelaxation.relaxation_log_convex' depends on axioms: [propext, Classical.choice, Quot.sound]
'ReversibleRelaxation.cycle_not_completely_monotone' depends on axioms: [propext, Classical.choice, Quot.sound]
```
